# Points rotating with a common angular velocity: $I' = WI - IW$ and constant power traces of the inertia tensor

## Positions, masses and the cross-product matrix

Finitely many points, labelled by $i$, have constant masses $m_i$ and positions $x_i(t)\in\mathbb R^3$ in the laboratory frame. Components carry the indices 0, 1, 2 for x, y, z. The inertia tensor of a unit mass at $r$, taken about the origin, and that of the whole body are

$$J(r)=|r|^2\,\mathbf 1-r r^{T},\qquad I(t)=\sum_i m_i\,J(x_i(t)).$$

The cross-product matrix of the angular velocity $w$ is

$$W=\begin{pmatrix}0&-w_2&w_1\\ w_2&0&-w_0\\ -w_1&w_0&0\end{pmatrix},\qquad Wv=w\times v .$$

For a unit mass at $r$ with velocity $w\times r$, the vector $J(r)w=|r|^2w-r(r\cdot w)=r\times(w\times r)$ is the angular momentum about the origin.

## The equation of motion and its invariants

Suppose that $x_i'(t)=w(t)\times x_i(t)$ for every point and every time. Then, for all natural $k$ and all real $z$,

$$I'=WI-IW,\qquad \operatorname{tr}(I^k)\ \text{and}\ \det(z\mathbf 1-I)\ \text{are constant in time.}$$

In Lean, a trajectory is a function `ℝ → Fin 3 → ℝ`, and `RotatesWith w x` is the condition on the velocities, written with `HasDerivAt`. The same `w` serves all points, which is what makes the motion rigid. It may depend on time in any way compatible with that condition. The objects $J$, $I$ and $W$ are `pointInertia`, `labInertia` and `crossMatrix`. Matrix derivatives are stated entry by entry, so no matrix norm has to be chosen. Constancy is stated as equality of the values at two arbitrary times `s` and `t`.

The masses are arbitrary real numbers; positivity is not needed. The rotation is about the origin, which need not be the centre of mass. For a body that also translates, the $x_i$ are to be read as positions relative to a point moving with the body. Forces and torques do not enter: $w(t)$ is given, not derived from dynamics.

The roots of the secular determinant are the principal moments of inertia about the origin. When positions are taken relative to the centre of mass, they fix the rotational constants of a molecule treated as a rigid set of point masses. In a simulation of such a molecule, drift in the traces computed from these relative positions signals a departure from exact rigid motion; the theorems concern continuous time, not a finite-step integrator.

## From one point to the whole body

Write $v=w\times r=Wr$. Since $W^T=-W$, we have $r^TW=(W^Tr)^T=-v^T$. The multiple of $\mathbf 1$ in $J$ commutes with $W$, so

$$WJ-JW=-Wrr^T+rr^TW=-(vr^T+rv^T).$$

For a moving point, $(|r|^2)'=2r\cdot(w\times r)=0$ and $(rr^T)'=vr^T+rv^T$. Hence

$$J'=-(vr^T+rv^T)=WJ-JW.$$

Multiplying by $m_i$ and summing gives $I'=WI-IW$, because all points share $W$.

## Powers, traces and the secular determinant

The powers obey $(I^k)'=WI^k-I^kW$. For $k=0$ both sides vanish. If the equation holds for $k$, the product rule gives

$$\begin{aligned}(I^{k+1})'&=(WI^k-I^kW)I+I^k(WI-IW)\\&=WI^{k+1}-I^{k+1}W,\end{aligned}$$

since the two inner terms cancel. Taking the trace and using $\operatorname{tr}(AB)=\operatorname{tr}(BA)$, we find $\operatorname{tr}(I^k)'=0$ at every time, so the trace is constant.

For a 3×3 matrix $A$ put $p_k=\operatorname{tr}(A^k)$ and $\det(z\mathbf 1-A)=z^3-e_1z^2+e_2z-e_3$. In terms of the eigenvalues, $e_1=p_1$ and $e_2=(p_1^2-p_2)/2$. Summing the characteristic equation over its three roots gives $p_3-e_1p_2+e_2p_1-3e_3=0$, hence

$$e_3=\frac{p_1^3-3p_1p_2+2p_3}{6}.$$

All three coefficients of $\det(z\mathbf 1-I)$ are therefore constant.

## One point, and two points that do not rotate together

For a single unit mass at distance $\rho$ from the origin, $J$ has eigenvalues $0,\rho^2,\rho^2$. Thus $\operatorname{tr}(J^k)=2\rho^{2k}$ for $k\ge1$, and the invariants say only that $\rho$ is constant. For $k=0$ the trace is always 3.

The common angular velocity matters as soon as there are two points. Keep one unit mass at $(1,0,0)$ and let another follow $(2\cos t,2\sin t,0)$. Each has an angular velocity of its own, but they share none. At $t=0$ the tensor is $\operatorname{diag}(0,5,5)$, and at $t=\pi/2$ it is $\operatorname{diag}(4,1,5)$. The trace is 10 both times, while $\operatorname{tr}(I^2)$ falls from 50 to 42.

## The Lean file

```lean
import Mathlib

open Matrix

namespace RotatingInertiaTensor

noncomputable section

/-- The cross-product matrix of a vector `a`. -/
def crossMatrix (a : Fin 3 → ℝ) : Matrix (Fin 3) (Fin 3) ℝ :=
  !![0, -a 2, a 1; a 2, 0, -a 0; -a 1, a 0, 0]

/-- The inertia tensor, about the origin, of a unit mass at position `r`. -/
def pointInertia (r : Fin 3 → ℝ) : Matrix (Fin 3) (Fin 3) ℝ :=
  (r ⬝ᵥ r) • (1 : Matrix (Fin 3) (Fin 3) ℝ) - vecMulVec r r

variable {ι : Type*} [Fintype ι]

/-- The laboratory inertia tensor at time `t` of masses `m i` on trajectories `x i`. -/
def labInertia (m : ι → ℝ) (x : ι → ℝ → Fin 3 → ℝ) (t : ℝ) : Matrix (Fin 3) (Fin 3) ℝ :=
  ∑ i, m i • pointInertia (x i t)

/-- All points move with the common angular velocity `w t` about the origin. -/
def RotatesWith {κ : Type*} (w : ℝ → Fin 3 → ℝ) (x : κ → ℝ → Fin 3 → ℝ) : Prop :=
  ∀ i t, HasDerivAt (x i) (w t ⨯₃ x i t) t

/-- The cross-product matrix of `a` acts on a vector as the cross product with `a`. -/
theorem crossMatrix_mulVec (a v : Fin 3 → ℝ) : crossMatrix a *ᵥ v = a ⨯₃ v := by
  ext i
  fin_cases i <;>
    simp [crossMatrix, cross_apply, Matrix.mulVec, dotProduct, Fin.sum_univ_three] <;> ring

/-- The inertia tensor of a unit mass at `r` sends the angular velocity `w` to the
angular momentum `r × (w × r)`. -/
theorem pointInertia_mulVec (r w : Fin 3 → ℝ) :
    pointInertia r *ᵥ w = r ⨯₃ (w ⨯₃ r) := by
  ext i
  fin_cases i <;>
    simp [pointInertia, cross_apply, Matrix.mulVec, dotProduct, Fin.sum_univ_three,
      vecMulVec_apply, Matrix.one_apply] <;> ring

/-- The commutator of the cross-product matrix of `a` with the inertia tensor of a unit mass
at `r`, written with the velocity `a × r`. -/
theorem commutator_pointInertia (a r : Fin 3 → ℝ) :
    crossMatrix a * pointInertia r - pointInertia r * crossMatrix a
      = -(vecMulVec (a ⨯₃ r) r + vecMulVec r (a ⨯₃ r)) := by
  ext i j
  -- expand into entries first, then run through the nine components
  simp only [pointInertia, Matrix.sub_apply, Matrix.neg_apply, Matrix.add_apply,
    Matrix.mul_apply, Matrix.smul_apply, Matrix.one_apply, vecMulVec_apply, smul_eq_mul,
    dotProduct, Fin.sum_univ_three]
  fin_cases i <;> fin_cases j <;> simp [crossMatrix, cross_apply] <;> ring

/-- The inertia tensor `J` of a single unit mass with velocity `w × x` obeys `J' = W J - J W`, entry
by entry, with `W` the cross-product matrix of `w`. -/
theorem hasDerivAt_pointInertia {x : ℝ → Fin 3 → ℝ} {w : Fin 3 → ℝ} {t : ℝ}
    (hx : HasDerivAt x (w ⨯₃ x t) t) (a b : Fin 3) :
    HasDerivAt (fun s => pointInertia (x s) a b)
      ((crossMatrix w * pointInertia (x t) - pointInertia (x t) * crossMatrix w) a b) t := by
  have h : ∀ c, HasDerivAt (fun s => x s c) ((w ⨯₃ x t) c) t := hasDerivAt_pi.1 hx
  -- the velocity is perpendicular to the position, so the squared distance is stationary
  have hd : HasDerivAt (fun s => x s ⬝ᵥ x s) 0 t := by
    have h3 := (((h 0).fun_mul (h 0)).fun_add ((h 1).fun_mul (h 1))).fun_add
      ((h 2).fun_mul (h 2))
    have h4 := h3.congr_deriv (g' := 0) (by
      simp only [cross_apply, Matrix.cons_val]
      ring)
    simpa only [dotProduct, Fin.sum_univ_three] using h4
  have h5 := (hd.mul_const ((1 : Matrix (Fin 3) (Fin 3) ℝ) a b)).fun_sub
    ((h a).fun_mul (h b))
  rw [commutator_pointInertia]
  simp only [pointInertia, Matrix.sub_apply, Matrix.smul_apply, smul_eq_mul, vecMulVec_apply,
    Matrix.neg_apply, Matrix.add_apply]
  exact h5.congr_deriv (by ring)

/-- Equation of motion of the laboratory inertia tensor: `I' = W I - I W`, entry by entry, with `W`
the cross-product matrix of the angular velocity common to all points. -/
theorem hasDerivAt_labInertia (m : ι → ℝ) {x : ι → ℝ → Fin 3 → ℝ} {w : ℝ → Fin 3 → ℝ}
    (hx : RotatesWith w x) (t : ℝ) (a b : Fin 3) :
    HasDerivAt (fun s => labInertia m x s a b)
      ((crossMatrix (w t) * labInertia m x t - labInertia m x t * crossMatrix (w t)) a b) t := by
  -- the commutator is linear in the masses
  have e : crossMatrix (w t) * labInertia m x t - labInertia m x t * crossMatrix (w t)
      = ∑ i, m i • (crossMatrix (w t) * pointInertia (x i t)
          - pointInertia (x i t) * crossMatrix (w t)) := by
    simp only [labInertia, Finset.mul_sum, Finset.sum_mul, Matrix.mul_smul, Matrix.smul_mul,
      smul_sub, Finset.sum_sub_distrib]
  rw [e]
  simp only [labInertia, Matrix.sum_apply, Matrix.smul_apply, smul_eq_mul]
  exact HasDerivAt.fun_sum fun i _ => (hasDerivAt_pointInertia (hx i t) a b).const_mul (m i)

/-- For masses rotating with a common angular velocity, every power of the laboratory inertia tensor
obeys `(I^k)' = W I^k - I^k W`, entry by entry, with `W` the cross-product matrix of that angular
velocity. -/
theorem hasDerivAt_labInertia_pow (m : ι → ℝ) {x : ι → ℝ → Fin 3 → ℝ} {w : ℝ → Fin 3 → ℝ}
    (hx : RotatesWith w x) (k : ℕ) (t : ℝ) (a b : Fin 3) :
    HasDerivAt (fun s => (labInertia m x s ^ k) a b)
      ((crossMatrix (w t) * labInertia m x t ^ k
        - labInertia m x t ^ k * crossMatrix (w t)) a b) t := by
  induction k generalizing a b with
  | zero =>
    simp only [pow_zero, mul_one, one_mul, sub_self, Matrix.zero_apply]
    exact hasDerivAt_const _ _
  | succ k ih =>
    -- product rule; the two inner terms cancel
    have e : crossMatrix (w t) * labInertia m x t ^ (k + 1)
          - labInertia m x t ^ (k + 1) * crossMatrix (w t)
        = (crossMatrix (w t) * labInertia m x t ^ k
            - labInertia m x t ^ k * crossMatrix (w t)) * labInertia m x t
          + labInertia m x t ^ k * (crossMatrix (w t) * labInertia m x t
            - labInertia m x t * crossMatrix (w t)) := by
      rw [pow_succ]
      noncomm_ring
    rw [e, Matrix.add_apply, Matrix.mul_apply, Matrix.mul_apply, ← Finset.sum_add_distrib]
    simp only [pow_succ, Matrix.mul_apply (M := labInertia m x _ ^ k)]
    exact HasDerivAt.fun_sum fun c _ => (ih a c).fun_mul (hasDerivAt_labInertia m hx t c b)

/-- For masses rotating with a common angular velocity, the trace of every power of the
laboratory inertia tensor is the same at all times. -/
theorem trace_labInertia_pow_const (m : ι → ℝ) {x : ι → ℝ → Fin 3 → ℝ} {w : ℝ → Fin 3 → ℝ}
    (hx : RotatesWith w x) (k : ℕ) (s t : ℝ) :
    trace (labInertia m x s ^ k) = trace (labInertia m x t ^ k) := by
  have h : ∀ u, HasDerivAt (fun v => trace (labInertia m x v ^ k)) 0 u := by
    intro u
    have h0 := HasDerivAt.fun_sum (u := Finset.univ)
      fun a _ => hasDerivAt_labInertia_pow m hx k u a a
    -- a commutator has no trace
    have e : trace (crossMatrix (w u) * labInertia m x u ^ k
        - labInertia m x u ^ k * crossMatrix (w u)) = 0 := by
      rw [Matrix.trace_sub, Matrix.trace_mul_comm, sub_self]
    exact h0.congr_deriv e
  exact is_const_of_deriv_eq_zero (fun u => (h u).differentiableAt) (fun u => (h u).deriv) s t

/-- The secular determinant of a 3×3 matrix in terms of the traces of its first three powers. -/
theorem secular_det_eq_traces (A : Matrix (Fin 3) (Fin 3) ℝ) (z : ℝ) :
    det (z • (1 : Matrix (Fin 3) (Fin 3) ℝ) - A)
      = z ^ 3 - trace (A ^ 1) * z ^ 2 + (trace (A ^ 1) ^ 2 - trace (A ^ 2)) / 2 * z
        - (trace (A ^ 1) ^ 3 - 3 * trace (A ^ 1) * trace (A ^ 2) + 2 * trace (A ^ 3)) / 6 := by
  rw [pow_one A, sq A, pow_three' A]
  simp only [Matrix.det_fin_three, Matrix.trace_fin_three, Matrix.mul_apply,
    Fin.sum_univ_three, Matrix.sub_apply, Matrix.smul_apply, Matrix.one_apply, smul_eq_mul,
    Fin.isValue, Fin.reduceEq, ↓reduceIte]
  ring

/-- For masses rotating with a common angular velocity, the secular determinant `det (z - I)` of the
laboratory inertia tensor is the same at all times, for every real `z`. -/
theorem secular_det_labInertia_const (m : ι → ℝ) {x : ι → ℝ → Fin 3 → ℝ}
    {w : ℝ → Fin 3 → ℝ} (hx : RotatesWith w x) (z s t : ℝ) :
    det (z • (1 : Matrix (Fin 3) (Fin 3) ℝ) - labInertia m x s)
      = det (z • (1 : Matrix (Fin 3) (Fin 3) ℝ) - labInertia m x t) := by
  simp only [secular_det_eq_traces, trace_labInertia_pow_const m hx _ s t]

/-- A point on the unit circle in the xy plane, at angle `t`. -/
def circling (t : ℝ) : Fin 3 → ℝ := ![Real.cos t, Real.sin t, 0]

/-- The circling point rotates with unit angular velocity along z, and for unit mass the xx
component of its inertia tensor is 0 at time 0 and 1 at time π/2. -/
theorem rotatesWith_witness :
    RotatesWith (fun _ => ![0, 0, 1]) (fun _ : Unit => circling) ∧
      labInertia (fun _ : Unit => 1) (fun _ => circling) 0 0 0 = 0 ∧
      labInertia (fun _ : Unit => 1) (fun _ => circling) (Real.pi / 2) 0 0 = 1 := by
  refine ⟨fun _ t => ?_, ?_, ?_⟩
  · have e : ![(0 : ℝ), 0, 1] ⨯₃ circling t = ![-Real.sin t, Real.cos t, 0] := by
      simp [circling, cross_apply]
    change HasDerivAt circling (![(0 : ℝ), 0, 1] ⨯₃ circling t) t
    rw [e]
    refine hasDerivAt_pi.2 fun a => ?_
    fin_cases a
    · exact Real.hasDerivAt_cos t
    · exact Real.hasDerivAt_sin t
    · exact hasDerivAt_const t (0 : ℝ)
  · simp [labInertia, pointInertia, circling, dotProduct, Fin.sum_univ_three]
  · simp [labInertia, pointInertia, circling, dotProduct, Fin.sum_univ_three]

end

end RotatingInertiaTensor
```

```lean
#print axioms RotatingInertiaTensor.crossMatrix_mulVec
#print axioms RotatingInertiaTensor.pointInertia_mulVec
#print axioms RotatingInertiaTensor.trace_labInertia_pow_const
#print axioms RotatingInertiaTensor.secular_det_labInertia_const
```

```
'RotatingInertiaTensor.crossMatrix_mulVec' depends on axioms: [propext, Classical.choice, Quot.sound]
'RotatingInertiaTensor.pointInertia_mulVec' depends on axioms: [propext, Classical.choice, Quot.sound]
'RotatingInertiaTensor.trace_labInertia_pow_const' depends on axioms: [propext, Classical.choice, Quot.sound]
'RotatingInertiaTensor.secular_det_labInertia_const' depends on axioms: [propext, Classical.choice, Quot.sound]
```

## How the proof follows the derivation

`crossMatrix_mulVec` and `pointInertia_mulVec` confirm the physical meaning of the two matrices; the later proofs do not use them. `commutator_pointInertia` checks the one-point commutator on all nine entries, where the derivation above used the antisymmetry of $W$.

In `hasDerivAt_pointInertia`, `hd` is the vanishing derivative of $|r|^2$, and `h5` combines it with the product rule for $r_a r_b$. The commutator lemma then puts the result in the required form. `hasDerivAt_labInertia` moves the mass-weighted sum through the commutator and differentiates term by term.

`hasDerivAt_labInertia_pow` is the induction on $k$. There `noncomm_ring` verifies the cancellation of the inner terms without commuting any matrices, and the product rule is applied inside the sum that defines a matrix product. `trace_labInertia_pow_const` sums the diagonal derivatives, removes the commutator with `Matrix.trace_mul_comm`, and concludes with `is_const_of_deriv_eq_zero`.

`secular_det_eq_traces` proves the trace formula by expanding both sides in the matrix entries, so it needs no eigenvalues. Substituting the constant traces gives `secular_det_labInertia_const`.

Finally, `rotatesWith_witness` exhibits a unit mass on the unit circle that satisfies the hypothesis with $w=(0,0,1)$. Its $I_{00}$ goes from 0 to 1 in a quarter turn, so the tensor itself changes while its power traces stay fixed.
